# Strain separates superconducting onset from time-reversal breaking in a two-component Landau model

To fit two transition temperatures of a strained superconductor with a two-component Landau energy, one needs the values of the control parameter $a$ at which each component appears. For the energy below, with positive quartic coefficients $b_1,b_2$ and a strain-induced splitting $e>0$ that favours $x$, they are

$$a=-e\quad\text{for } x,\qquad a=\frac{e\,b_1}{b_2}\quad\text{for } y.$$

If $a=\alpha(T_0-T)$ with $\alpha>0$, and the other coefficients do not depend on the temperature $T$, the upper transition lies $e/\alpha$ above $T_0$ and the lower one $e b_1/(\alpha b_2)$ below it. The ratio of the lower shift to the upper one is then $b_1/b_2$. In this uniform mean-field model, time-reversal breaking begins at the lower transition.

```lean
import Mathlib

open ComplexConjugate

namespace StrainSplitSuperconductor

noncomputable section
```

## Energy, ground states and time reversal

The order parameter is a pair of complex amplitudes $x,y$, with energy

$$F=-a(|x|^2+|y|^2)-e(|x|^2-|y|^2)+b_1(|x|^2+|y|^2)^2+b_2|x^2+y^2|^2 .$$

The parameter $a$ grows on cooling. The coefficient $e$ is taken proportional to the symmetry-breaking strain, and for $e>0$ it makes $x$ cheaper than $y$; it is not the elastic energy of the crystal. The coefficient $b_1>0$ limits the total intensity, and $b_2>0$ expresses a preference for a relative phase of $\pm\pi/2$. Gradients, magnetic fields and fluctuations are left out, as is the further independent quartic term, such as $|x|^2|y|^2$, that a tetragonal crystal allows.

In Lean the amplitudes have type `ℂ`, the coefficients are real numbers, and `‖x‖` is the modulus $|x|$.

```lean
/-- Landau free energy of a two-component superconductor with amplitudes `x`, `y`; the strain `e`
favours the component `x` when `e > 0`. -/
def freeEnergy (a e b1 b2 : ℝ) (x y : ℂ) : ℝ :=
  -a * (‖x‖ ^ 2 + ‖y‖ ^ 2) - e * (‖x‖ ^ 2 - ‖y‖ ^ 2)
    + b1 * (‖x‖ ^ 2 + ‖y‖ ^ 2) ^ 2 + b2 * ‖x ^ 2 + y ^ 2‖ ^ 2
```

A ground state is a global minimiser: its energy is at most that of every complex pair $(u,v)$.

```lean
/-- The state `(x, y)` is a global minimiser of the free energy. -/
def IsGroundState (a e b1 b2 : ℝ) (x y : ℂ) : Prop :=
  ∀ u v : ℂ, freeEnergy a e b1 b2 x y ≤ freeEnergy a e b1 b2 u v
```

Time reversal is taken to conjugate both amplitudes, as it does when they multiply real basis functions. Since a global phase is unobservable, a state counts as symmetric if $\bar x=cx$ and $\bar y=cy$ for one common $c$ with $|c|=1$. The normal state $x=y=0$ is symmetric in this sense.

```lean
/-- Time reversal, which conjugates both amplitudes, changes the state only by a global phase. -/
def TimeReversalSymmetric (x y : ℂ) : Prop :=
  ∃ c : ℂ, ‖c‖ = 1 ∧ conj x = c * x ∧ conj y = c * y
```

## The quartic term that fixes the relative phase

Put $z=x\bar y$. Since $\mathrm{Re}\,z^2=2(\mathrm{Re}\,z)^2-|z|^2$,

$$|x^2+y^2|^2=|x|^4+|y|^4+2\,\mathrm{Re}\,z^2=(|x|^2-|y|^2)^2+4(\mathrm{Re}\,x\bar y)^2 .$$

At fixed intensities the term is smallest when $\mathrm{Re}\,x\bar y=0$, which for two non-zero amplitudes means a relative phase of $\pm\pi/2$. Lean writes both sides in real and imaginary parts, and `ring` compares the polynomials.

```lean
variable {a e b1 b2 : ℝ} {x y : ℂ}

/-- The phase-sensitive quartic term is the squared intensity difference plus four times the
squared real part of `x * conj y`. -/
theorem norm_sq_add_sq (x y : ℂ) :
    ‖x ^ 2 + y ^ 2‖ ^ 2 = (‖x‖ ^ 2 - ‖y‖ ^ 2) ^ 2 + 4 * (x * conj y).re ^ 2 := by
  simp only [Complex.sq_norm, Complex.normSq_apply]
  simp only [sq, Complex.add_re, Complex.add_im, Complex.mul_re, Complex.mul_im,
    Complex.conj_re, Complex.conj_im]
  ring
```

This smallest value is available at any intensities $m,n\ge0$: take $u=\sqrt m$ and $v=i\sqrt n$, so that $u\bar v=-i\sqrt{mn}$ has no real part.

```lean
/-- Any two non-negative intensities are realised by a state with `Re (x * conj y) = 0`. -/
theorem exists_quadrature_state {m n : ℝ} (hm : 0 ≤ m) (hn : 0 ≤ n) :
    ∃ u v : ℂ, ‖u‖ ^ 2 = m ∧ ‖v‖ ^ 2 = n ∧ (u * conj v).re = 0 := by
  refine ⟨((Real.sqrt m : ℝ) : ℂ), Complex.I * ((Real.sqrt n : ℝ) : ℂ), ?_, ?_, ?_⟩
  · rw [Complex.norm_real, Real.norm_eq_abs, sq_abs, Real.sq_sqrt hm]
  · rw [norm_mul, Complex.norm_I, one_mul, Complex.norm_real, Real.norm_eq_abs, sq_abs,
      Real.sq_sqrt hn]
  · simp
```

## An exact expansion about trial intensities

Write $X=|x|^2$ and $Y=|y|^2$. By the identity above,

$$F=-(a+e)X+(e-a)Y+b_1(X+Y)^2+b_2(X-Y)^2+4b_2(\mathrm{Re}\,x\bar y)^2 .$$

Completing both squares about trial values $m,n$ gives

$$\begin{aligned}F={}&-b_1(m+n)^2-b_2(m-n)^2+gX+hY\\&+b_1\big(X+Y-(m+n)\big)^2+b_2\big(X-Y-(m-n)\big)^2+4b_2(\mathrm{Re}\,x\bar y)^2,\end{aligned}$$

where the slopes of the energy at $(m,n)$ are

$$g=-(a+e)+2b_1(m+n)+2b_2(m-n),\qquad h=e-a+2b_1(m+n)-2b_2(m-n).$$

Suppose $g,h\ge0$ and $gm=hn=0$. An intensity may then have a positive slope only if it is zero. Every term after the first two is non-negative, so $F\ge-b_1(m+n)^2-b_2(m-n)^2$. A state with $X=m$, $Y=n$ and $\mathrm{Re}\,x\bar y=0$ reaches this bound. Conversely, a ground state cannot lie above it, so each extra term vanishes. The two squares fix $X+Y$ and $X-Y$, hence $X=m$ and $Y=n$, and the last term gives $\mathrm{Re}\,x\bar y=0$.

In the code `key` is the expansion, `val` is the value at the bound, and `t1` to `t5` are the five signs. The hypotheses `hg`, `hh`, `hgm` and `hhn` are the slope conditions. The equalities `z3`, `z4` and `z5` make the squares vanish.

```lean
/-- Let `b1, b2 > 0`. If at intensities `m, n ≥ 0` the slopes of the energy are non-negative, and
zero for each non-zero intensity, then the ground states are exactly the states with these
intensities and `Re (x * conj y) = 0`. -/
theorem isGroundState_iff_of_stationary {m n : ℝ} (hb1 : 0 < b1) (hb2 : 0 < b2)
    (hm : 0 ≤ m) (hn : 0 ≤ n)
    (hg : 0 ≤ -(a + e) + 2 * b1 * (m + n) + 2 * b2 * (m - n))
    (hh : 0 ≤ e - a + 2 * b1 * (m + n) - 2 * b2 * (m - n))
    (hgm : (-(a + e) + 2 * b1 * (m + n) + 2 * b2 * (m - n)) * m = 0)
    (hhn : (e - a + 2 * b1 * (m + n) - 2 * b2 * (m - n)) * n = 0) :
    IsGroundState a e b1 b2 x y ↔ ‖x‖ ^ 2 = m ∧ ‖y‖ ^ 2 = n ∧ (x * conj y).re = 0 := by
  -- exact expansion of the energy about the intensities `(m, n)`
  have key : ∀ u v : ℂ, freeEnergy a e b1 b2 u v = -b1 * (m + n) ^ 2 - b2 * (m - n) ^ 2
      + (-(a + e) + 2 * b1 * (m + n) + 2 * b2 * (m - n)) * ‖u‖ ^ 2
      + (e - a + 2 * b1 * (m + n) - 2 * b2 * (m - n)) * ‖v‖ ^ 2
      + b1 * (‖u‖ ^ 2 + ‖v‖ ^ 2 - (m + n)) ^ 2 + b2 * (‖u‖ ^ 2 - ‖v‖ ^ 2 - (m - n)) ^ 2
      + 4 * b2 * (u * conj v).re ^ 2 := by
    intro u v
    rw [freeEnergy, norm_sq_add_sq]
    ring
  have val : ∀ u v : ℂ, ‖u‖ ^ 2 = m → ‖v‖ ^ 2 = n → (u * conj v).re = 0 →
      freeEnergy a e b1 b2 u v = -b1 * (m + n) ^ 2 - b2 * (m - n) ^ 2 := by
    intro u v hu hv hr
    rw [key, hu, hv, hr]
    linear_combination hgm + hhn
  have t1 : ∀ u : ℂ, 0 ≤ (-(a + e) + 2 * b1 * (m + n) + 2 * b2 * (m - n)) * ‖u‖ ^ 2 :=
    fun u => mul_nonneg hg (sq_nonneg _)
  have t2 : ∀ v : ℂ, 0 ≤ (e - a + 2 * b1 * (m + n) - 2 * b2 * (m - n)) * ‖v‖ ^ 2 :=
    fun v => mul_nonneg hh (sq_nonneg _)
  have t3 : ∀ u v : ℂ, 0 ≤ b1 * (‖u‖ ^ 2 + ‖v‖ ^ 2 - (m + n)) ^ 2 :=
    fun u v => mul_nonneg hb1.le (sq_nonneg _)
  have t4 : ∀ u v : ℂ, 0 ≤ b2 * (‖u‖ ^ 2 - ‖v‖ ^ 2 - (m - n)) ^ 2 :=
    fun u v => mul_nonneg hb2.le (sq_nonneg _)
  have t5 : ∀ u v : ℂ, 0 ≤ 4 * b2 * (u * conj v).re ^ 2 :=
    fun u v => mul_nonneg (by linarith) (sq_nonneg _)
  constructor
  · intro hmin
    obtain ⟨u, v, hu, hv, hr⟩ := exists_quadrature_state hm hn
    have h0 := hmin u v
    rw [val u v hu hv hr, key x y] at h0
    have p1 := t1 x
    have p2 := t2 y
    have p3 := t3 x y
    have p4 := t4 x y
    have p5 := t5 x y
    -- every non-negative excess term must vanish
    have z3 : b1 * (‖x‖ ^ 2 + ‖y‖ ^ 2 - (m + n)) ^ 2 = 0 := le_antisymm (by linarith) p3
    have z4 : b2 * (‖x‖ ^ 2 - ‖y‖ ^ 2 - (m - n)) ^ 2 = 0 := le_antisymm (by linarith) p4
    have z5 : 4 * b2 * (x * conj y).re ^ 2 = 0 := le_antisymm (by linarith) p5
    have s3 := (pow_eq_zero_iff two_ne_zero).1 ((mul_eq_zero.1 z3).resolve_left hb1.ne')
    have s4 := (pow_eq_zero_iff two_ne_zero).1 ((mul_eq_zero.1 z4).resolve_left hb2.ne')
    have s5 := (pow_eq_zero_iff two_ne_zero).1
      ((mul_eq_zero.1 z5).resolve_left (by positivity))
    exact ⟨by linarith, by linarith, s5⟩
  · rintro ⟨hx, hy, hr⟩ u v
    rw [val x y hx hy hr, key u v]
    linarith [t1 u, t2 v, t3 u v, t4 u v, t5 u v]
```

## Both components above the second threshold

Set $g=h=0$. Adding and subtracting the two equations gives $m+n=a/(2b_1)$ and $m-n=e/(2b_2)$, so

$$m=\frac14\left(\frac a{b_1}+\frac e{b_2}\right),\qquad n=\frac14\left(\frac a{b_1}-\frac e{b_2}\right).$$

Both are positive when $a>eb_1/b_2$, and the expansion then identifies all ground states. Their relative phase can be $+\pi/2$ or $-\pi/2$, and conjugation exchanges the two choices. In Lean, `g0` and `k0` verify the vanishing slopes.

```lean
/-- For `b1, b2, e > 0` and `a > e b1 / b2`, the ground states are exactly the states with
`‖x‖ ^ 2 = (a / b1 + e / b2) / 4`, `‖y‖ ^ 2 = (a / b1 - e / b2) / 4` and `Re (x * conj y) = 0`. -/
theorem isGroundState_iff_above (hb1 : 0 < b1) (hb2 : 0 < b2) (he : 0 < e)
    (h : e * b1 / b2 < a) :
    IsGroundState a e b1 b2 x y ↔ ‖x‖ ^ 2 = (a / b1 + e / b2) / 4 ∧
      ‖y‖ ^ 2 = (a / b1 - e / b2) / 4 ∧ (x * conj y).re = 0 := by
  have hq : e / b2 < a / b1 := (lt_div_iff₀ hb1).2 (by rw [div_mul_eq_mul_div]; exact h)
  have hp : 0 < e / b2 := div_pos he hb2
  have h1 : b1 * (a / b1) = a := by field_simp
  have h2 : b2 * (e / b2) = e := by field_simp
  generalize a / b1 = s at *
  generalize e / b2 = d at *
  -- both slopes vanish at these intensities
  have g0 : -(a + e) + 2 * b1 * ((s + d) / 4 + (s - d) / 4)
      + 2 * b2 * ((s + d) / 4 - (s - d) / 4) = 0 := by linear_combination h1 + h2
  have k0 : e - a + 2 * b1 * ((s + d) / 4 + (s - d) / 4)
      - 2 * b2 * ((s + d) / 4 - (s - d) / 4) = 0 := by linear_combination h1 - h2
  exact isGroundState_iff_of_stationary hb1 hb2 (by linarith) (by linarith) g0.ge k0.ge
    (by rw [g0, zero_mul]) (by rw [k0, zero_mul])
```

## One component or none at and below it

Now let $a\le eb_1/b_2$ and try $n=0$. The slopes become

$$g=-(a+e)+2(b_1+b_2)m,\qquad h=e-a+2(b_1-b_2)m .$$

If $a+e\le0$, take $m=0$: then $g=-(a+e)\ge0$ and $h=e-a>0$. If $a+e\ge0$, take $m=(a+e)/(2(b_1+b_2))$, which makes $g=0$ and

$$(b_1+b_2)h=(b_1+b_2)(e-a)+(b_1-b_2)(a+e)=2(eb_1-ab_2)\ge0 .$$

The two cases combine into $|x|^2=\max\big(0,(a+e)/(2(b_1+b_2))\big)$ with $y=0$. The phase condition holds automatically. The local statement `crit` specialises the expansion to $n=0$, and the two cases supply its slope conditions.

```lean
/-- For `b1, b2, e > 0` and `a ≤ e b1 / b2`, the ground states are exactly the states with `y = 0`
and `‖x‖ ^ 2` equal to the larger of `0` and `(a + e) / (2 (b1 + b2))`. -/
theorem isGroundState_iff_below (hb1 : 0 < b1) (hb2 : 0 < b2) (he : 0 < e)
    (h : a ≤ e * b1 / b2) :
    IsGroundState a e b1 b2 x y ↔
      ‖x‖ ^ 2 = max 0 ((a + e) / (2 * (b1 + b2))) ∧ y = 0 := by
  have hab : a * b2 ≤ e * b1 := (le_div_iff₀ hb2).1 h
  have hs : 0 < b1 + b2 := by linarith
  have crit : ∀ m : ℝ, 0 ≤ m → 0 ≤ -(a + e) + 2 * b1 * (m + 0) + 2 * b2 * (m - 0) →
      0 ≤ e - a + 2 * b1 * (m + 0) - 2 * b2 * (m - 0) →
      (-(a + e) + 2 * b1 * (m + 0) + 2 * b2 * (m - 0)) * m = 0 →
      (IsGroundState a e b1 b2 x y ↔ ‖x‖ ^ 2 = m ∧ y = 0) := by
    intro m hm hg hh hgm
    rw [isGroundState_iff_of_stationary hb1 hb2 hm le_rfl hg hh hgm (mul_zero _)]
    constructor
    · rintro ⟨hx, hy, -⟩
      exact ⟨hx, by simpa using hy⟩
    · rintro ⟨hx, hy⟩
      exact ⟨hx, by simp [hy], by simp [hy]⟩
  rcases le_total (a + e) 0 with hn | hp
  · -- normal state
    rw [max_eq_left (div_nonpos_of_nonpos_of_nonneg hn (by positivity))]
    exact crit 0 le_rfl (by linarith) (by linarith) (mul_zero _)
  · -- one condensed component
    have m0 : 0 ≤ (a + e) / (2 * (b1 + b2)) := div_nonneg hp (by positivity)
    have hM : 2 * (b1 + b2) * ((a + e) / (2 * (b1 + b2))) = a + e := by
      have hs' := hs.ne'
      field_simp
    rw [max_eq_right m0]
    generalize (a + e) / (2 * (b1 + b2)) = m at *
    have g0 : -(a + e) + 2 * b1 * (m + 0) + 2 * b2 * (m - 0) = 0 := by
      linear_combination hM
    have k0 : (b1 + b2) * (e - a + 2 * b1 * (m + 0) - 2 * b2 * (m - 0))
        = 2 * (e * b1 - a * b2) := by linear_combination (b1 - b2) * hM
    have k1 : 0 ≤ (b1 + b2) * (e - a + 2 * b1 * (m + 0) - 2 * b2 * (m - 0)) := by
      rw [k0]
      linarith
    exact crit m m0 g0.ge ((mul_nonneg_iff_of_pos_left hs).1 k1) (by rw [g0, zero_mul])
```

## Numbers for one strained system

Take $b_1=1$, $b_2=2$, $e=1$ in arbitrary units. The thresholds are $a=-1$ and $a=1/2$.

- At $a=0$, only $x$ is present, with $|x|^2=1/6$.
- At $a=2$, $|x|^2=(2+\tfrac12)/4=5/8$ and $|y|^2=(2-\tfrac12)/4=3/8$. With relative phase $\pi/2$, $|x^2+y^2|^2=(1/4)^2=1/16$, so $F=-2-\tfrac14+1+\tfrac18=-\tfrac98$.

For comparison, the best state with $y=0$ at $a=2$ has $|x|^2=1/2$ and energy $-3\cdot\tfrac12+3\cdot\tfrac14=-\tfrac34$, which is higher.

## Existence and the two thresholds

The required intensities are non-negative in both regimes, so the state $(\sqrt m,i\sqrt n)$ supplies a ground state for every real $a$. Statements about every ground state are therefore never empty.

```lean
/-- For `b1, b2, e > 0` and every real `a`, a ground state exists. -/
theorem exists_groundState (hb1 : 0 < b1) (hb2 : 0 < b2) (he : 0 < e) :
    ∃ x y : ℂ, IsGroundState a e b1 b2 x y := by
  rcases lt_or_ge (e * b1 / b2) a with h | h
  · have hq : e / b2 < a / b1 := (lt_div_iff₀ hb1).2 (by rw [div_mul_eq_mul_div]; exact h)
    have hp : 0 < e / b2 := div_pos he hb2
    obtain ⟨u, v, huv⟩ := exists_quadrature_state
      (m := (a / b1 + e / b2) / 4) (n := (a / b1 - e / b2) / 4) (by linarith) (by linarith)
    exact ⟨u, v, (isGroundState_iff_above hb1 hb2 he h).2 huv⟩
  · obtain ⟨u, v, hu, -, -⟩ := exists_quadrature_state
      (le_max_left 0 ((a + e) / (2 * (b1 + b2)))) le_rfl
    exact ⟨u, 0, (isGroundState_iff_below hb1 hb2 he h).2 ⟨hu, rfl⟩⟩
```

For $a>eb_1/b_2$ both intensities are positive, and $a>-e$ holds as well because $eb_1/b_2>0$. For $a\le eb_1/b_2$, $y=0$, while $|x|^2>0$ exactly when $a+e>0$. Hence, in every ground state,

$$x\ne0\iff a>-e,\qquad y\ne0\iff a>\frac{eb_1}{b_2}.$$

The Lean proof makes the same division and reads each equivalence from the intensities.

```lean
/-- Strain splits the transition: for `b1, b2, e > 0`, in every ground state the component `x` is
non-zero exactly when `a > -e`, and `y` is non-zero exactly when `a > e b1 / b2`. -/
theorem strain_split_transition (hb1 : 0 < b1) (hb2 : 0 < b2) (he : 0 < e)
    (hmin : IsGroundState a e b1 b2 x y) :
    (x ≠ 0 ↔ -e < a) ∧ (y ≠ 0 ↔ e * b1 / b2 < a) := by
  have hpos : 0 < e * b1 / b2 := by positivity
  rcases lt_or_ge (e * b1 / b2) a with h | h
  · have hq : e / b2 < a / b1 := (lt_div_iff₀ hb1).2 (by rw [div_mul_eq_mul_div]; exact h)
    have hp : 0 < e / b2 := div_pos he hb2
    obtain ⟨hx, hy, -⟩ := (isGroundState_iff_above hb1 hb2 he h).1 hmin
    have x0 : x ≠ 0 := by
      intro h0
      rw [h0, norm_zero] at hx
      linarith
    have y0 : y ≠ 0 := by
      intro h0
      rw [h0, norm_zero] at hy
      linarith
    exact ⟨⟨fun _ => by linarith, fun _ => x0⟩, ⟨fun _ => h, fun _ => y0⟩⟩
  · obtain ⟨hx, hy⟩ := (isGroundState_iff_below hb1 hb2 he h).1 hmin
    refine ⟨⟨fun hx0 => ?_, fun ha h0 => ?_⟩,
      ⟨fun h' => absurd hy h', fun h' => absurd h' (not_lt.2 h)⟩⟩
    · by_contra hc
      have hc' := not_lt.1 hc
      rw [max_eq_left (div_nonpos_of_nonpos_of_nonneg (by linarith) (by positivity))] at hx
      exact hx0 (by simpa using hx)
    · have hp : 0 < (a + e) / (2 * (b1 + b2)) := div_pos (by linarith) (by positivity)
      rw [max_eq_right hp.le, h0, norm_zero] at hx
      linarith
```

## Time-reversal breaking starts with the second component

Suppose a ground state with $a>eb_1/b_2$ were symmetric. Then

$$\bar x y=cxy=x(cy)=x\bar y,$$

so $x\bar y$ equals its own conjugate and is real. Its real part is zero in this regime, so $x\bar y=0$, although both amplitudes are non-zero. This is a contradiction.

If $a\le eb_1/b_2$, then $y=0$. For $x\ne0$ the phase $c=\bar x/x$ works, and for $x=0$ one takes $c=1$. A ground state is thus symmetric exactly when $a\le eb_1/b_2$. This threshold rises linearly with $e$, so on cooling a larger $e$ delays the breaking. In the code, `hself` is the displayed identity and `him` says that the imaginary part vanishes.

```lean
/-- For `b1, b2, e > 0`, a ground state is time-reversal symmetric exactly when
`a ≤ e b1 / b2`. -/
theorem timeReversalSymmetric_iff (hb1 : 0 < b1) (hb2 : 0 < b2) (he : 0 < e)
    (hmin : IsGroundState a e b1 b2 x y) :
    TimeReversalSymmetric x y ↔ a ≤ e * b1 / b2 := by
  constructor
  · rintro ⟨c, -, hx, hy⟩
    by_contra hc
    have h := not_le.1 hc
    have hpos : 0 < e * b1 / b2 := by positivity
    obtain ⟨-, -, hr⟩ := (isGroundState_iff_above hb1 hb2 he h).1 hmin
    obtain ⟨hX, hY⟩ := strain_split_transition hb1 hb2 he hmin
    -- symmetry makes `x * conj y` real, while the ground state makes it imaginary
    have hself : conj x * y = x * conj y := by
      rw [hx, hy]
      ring
    have him : (x * conj y).im = 0 := by
      have h3 := congrArg Complex.im hself
      simp only [Complex.mul_im, Complex.conj_re, Complex.conj_im] at h3 ⊢
      linarith
    have hz : x * conj y = 0 := Complex.ext hr him
    rcases mul_eq_zero.1 hz with h1 | h1
    · exact hX.2 (by linarith) h1
    · exact hY.2 h (by simpa using h1)
  · intro h
    obtain ⟨-, hy⟩ := (isGroundState_iff_below hb1 hb2 he h).1 hmin
    by_cases hx : x = 0
    · exact ⟨1, by simp, by simp [hx], by simp [hy]⟩
    · refine ⟨conj x / x, ?_, by field_simp, by simp [hy]⟩
      rw [norm_div, RCLike.norm_conj, div_self (norm_ne_zero_iff.mpr hx)]

end

end StrainSplitSuperconductor
```

```lean
#print axioms StrainSplitSuperconductor.exists_groundState
-- 'StrainSplitSuperconductor.exists_groundState' depends on axioms: [propext, Classical.choice, Quot.sound]
#print axioms StrainSplitSuperconductor.timeReversalSymmetric_iff
-- 'StrainSplitSuperconductor.timeReversalSymmetric_iff' depends on axioms: [propext, Classical.choice, Quot.sound]
```
